# An operator-norm error bound for a polynomial approximation to the inverse of a gapped Hermitian matrix

The lemma concerns a finite complex Hermitian matrix H, such as a rescaled Hamiltonian, whose eigenvalues all have modulus between 1/κ and 1, with κ ≥ 1. It states that the polynomial H ∑_{j<b} (1 − H²)^j differs from H⁻¹ by at most κ(1 − 1/κ²)^b in operator norm. The proof uses the preceding theorem `norm_error_eq` to reduce the matrix error to the errors at the eigenvalues. At an eigenvalue x the error is |1 − x²|^b/|x|, and the proof bounds 1/|x| by κ and |1 − x²| by 1 − 1/κ².

In Lean, a first try:

```lean
import Mathlib

open Matrix
open scoped Matrix.Norms.L2Operator

namespace NormErrorLe

/-- The inversion polynomial `x ∑_{j<b} (1 - x²)^j`, evaluated at an element of any ring,
for instance a number or a Hamiltonian matrix. -/
def invPoly {R : Type*} [Ring R] (x : R) (b : ℕ) : R :=
  x * ∑ j ∈ Finset.range b, (1 - x ^ 2) ^ j

/-- Multiplying the inversion polynomial by its argument gives the identity up to the
remainder `(1 - x²)^b`. -/
theorem mul_invPoly {R : Type*} [Ring R] (x : R) (b : ℕ) :
    x * invPoly x b = 1 - (1 - x ^ 2) ^ b := by
  have h := mul_neg_geom_sum (1 - x ^ 2) b
  rw [sub_sub_cancel] at h
  rw [invPoly, ← mul_assoc, ← sq, h]

/-- Ring homomorphisms, such as a unitary change of basis, commute with the inversion
polynomial. -/
theorem map_invPoly {R S F : Type*} [Ring R] [Ring S] [FunLike F R S] [RingHomClass F R S]
    (f : F) (x : R) (b : ℕ) : f (invPoly x b) = invPoly (f x) b := by
  simp only [invPoly, map_mul, map_sum, map_pow, map_sub, map_one]

/-- At a nonzero real number `x` the polynomial misses `1/x` by exactly
`|1 - x²|^b / |x|`. -/
theorem abs_invPoly_sub_inv {x : ℝ} (hx : x ≠ 0) (b : ℕ) :
    |invPoly x b - x⁻¹| = |x|⁻¹ * |1 - x ^ 2| ^ b := by
  have h : invPoly x b - x⁻¹ = -(x⁻¹ * (1 - x ^ 2) ^ b) := by
    have h1 : invPoly x b = x⁻¹ * (x * invPoly x b) := (inv_mul_cancel_left₀ hx _).symm
    rw [h1, mul_invPoly]
    ring
  rw [h, abs_neg, abs_mul, abs_inv, abs_pow]

variable {n : Type*} [Fintype n] [DecidableEq n] {H : Matrix n n ℂ}

/-- For a Hermitian matrix without zero eigenvalue, the operator-norm error of the inversion
polynomial is the largest error over the eigenvalues (the sup norm of the list of errors). -/
theorem norm_error_eq (hH : H.IsHermitian) (h0 : ∀ i, hH.eigenvalues i ≠ 0) (b : ℕ) :
    ‖invPoly H b - H⁻¹‖ =
      ‖fun i => ((invPoly (hH.eigenvalues i) b - (hH.eigenvalues i)⁻¹ : ℝ) : ℂ)‖ := by
  -- diagonalise, and keep only the unitary and the list of eigenvalues
  obtain ⟨U, hs⟩ : ∃ U : unitary (Matrix n n ℂ), H =
      Unitary.conjStarAlgAut ℂ (Matrix n n ℂ) U
        (diagonal fun i => (hH.eigenvalues i : ℂ)) :=
    ⟨hH.eigenvectorUnitary, hH.spectral_theorem⟩
  generalize hH.eigenvalues = d at h0 hs ⊢
  -- the inverse is diagonal in the same basis
  have hinv : H⁻¹ = Unitary.conjStarAlgAut ℂ (Matrix n n ℂ) U
      (diagonal fun i => (d i : ℂ)⁻¹) := by
    apply Matrix.inv_eq_right_inv
    have h1 : (fun i => (d i : ℂ) * (d i : ℂ)⁻¹) = fun _ => 1 :=
      funext fun i => mul_inv_cancel₀ (Complex.ofReal_ne_zero.mpr (h0 i))
    rw [hs, ← map_mul, Matrix.diagonal_mul_diagonal, h1, Matrix.diagonal_one, map_one]
  -- the polynomial acts on each eigenvalue separately
  have hpoly : invPoly (diagonal fun i => (d i : ℂ)) b =
      diagonal fun i => ((invPoly (d i) b : ℝ) : ℂ) := by
    refine (map_invPoly (Matrix.diagonalRingHom n ℂ) (fun i => (d i : ℂ)) b).symm.trans ?_
    refine congrArg diagonal (funext fun i => ?_)
    exact (map_invPoly (Pi.evalRingHom (fun _ : n => ℂ) i) (fun i => (d i : ℂ)) b).trans
      (map_invPoly Complex.ofRealHom (d i) b).symm
  rw [hinv, hs, ← map_invPoly (Unitary.conjStarAlgAut ℂ (Matrix n n ℂ) U), ← map_sub,
    hpoly, Matrix.diagonal_sub, Unitary.conjStarAlgAut_apply]
  -- unitary factors do not change the operator norm
  refine (CStarRing.norm_mul_coe_unitary _ (star U)).trans ?_
  rw [CStarRing.norm_coe_unitary_mul, Matrix.l2_opNorm_diagonal]
  refine congrArg norm (funext fun i => ?_)
  push_cast
  rfl

/-- If the eigenvalues of a Hermitian matrix have modulus between `1/κ` and `1`, with `κ ≥ 1`,
the error of the inversion polynomial is at most `κ (1 - 1/κ²)^b` in operator norm. -/
theorem norm_error_le (hH : H.IsHermitian) {κ : ℝ} (hκ : 1 ≤ κ)
    (hspec : ∀ i, 1 / κ ≤ |hH.eigenvalues i| ∧ |hH.eigenvalues i| ≤ 1) (b : ℕ) :
    ‖invPoly H b - H⁻¹‖ ≤ κ * (1 - 1 / κ ^ 2) ^ b := by
  have hκ0 : 0 < κ := by linarith
  have hpos : ∀ i, 0 < |hH.eigenvalues i| := fun i =>
    lt_of_lt_of_le (by positivity) (hspec i).1
  have hq : 0 ≤ 1 - 1 / κ ^ 2 := by
    have : 1 / κ ^ 2 ≤ 1 := by
      rw [div_le_iff₀ (by positivity)]
      nlinarith
    linarith
  rw [norm_error_eq hH (fun i => abs_pos.mp (hpos i)),
    pi_norm_le_iff_of_nonneg (mul_nonneg hκ0.le (pow_nonneg hq b))]
  intro i
  rw [Complex.norm_real, Real.norm_eq_abs, abs_invPoly_sub_inv (abs_pos.mp (hpos i))]
  obtain ⟨hl, hu⟩ := hspec i
  have hp := hpos i
  generalize hH.eigenvalues i = x at hl hu hp ⊢
  have h1 : |x|⁻¹ ≤ κ := by
    rw [div_le_iff₀ hκ0] at hl
    rw [← one_div, div_le_iff₀ hp]
    linarith
  have h2 : 1 / κ ^ 2 ≤ x ^ 2 := by
    rw [← sq_abs x, ← one_div_pow]
    gcongr
  have h3 : x ^ 2 ≤ 1 := (sq_le_one_iff_abs_le_one x).mpr hu
  have h4 : |1 - x ^ 2| ≤ 1 - 1 / κ ^ 2 := by
    rw [abs_of_nonneg (by linarith)]
    linarith
  exact mul_le_mul h1 (pow_le_pow_left₀ (abs_nonneg _) h4 b) (by positivity) hκ0.le

end NormErrorLe
```

The compiler's answer:

```
Main.lean:98:22: error: Ambiguous term
  one_div_pow
Possible interpretations:
  _root_.one_div_pow : ∀ (a : ?m.370) (n : ℕ), (1 / a) ^ n = 1 / a ^ n
  
  Matrix.one_div_pow : ∀ (n : ℕ), (1 / ?m.375) ^ n = 1 / ?m.375 ^ n
```

Cause. The error is a name clash, in the step `h2` that proves 1/κ² ≤ x². Because the file has `open Matrix`, the short name `one_div_pow` can mean either `_root_.one_div_pow` or `Matrix.one_div_pow`, the version for matrices. `rw` elaborates the lemma it is given before looking for its pattern in the goal, so the fact that κ is a real number does not help it choose. Both readings make sense on their own, and Lean reports the term as ambiguous.

The repair writes `_root_.one_div_pow`, which names the general lemma outright, and this one applies to real numbers. Used from right to left, it turns `1 / κ ^ 2` into `(1 / κ) ^ 2`. Since `sq_abs` has already turned `x ^ 2` into `|x| ^ 2`, the goal now compares two squares, and `gcongr` can prove it from the hypothesis `hl`, which says 1/κ ≤ |x|.

Lean accepts the file once it reads:

```diff
@@ -96,5 +96,5 @@
     linarith
   have h2 : 1 / κ ^ 2 ≤ x ^ 2 := by
-    rw [← sq_abs x, ← one_div_pow]
+    rw [← sq_abs x, ← _root_.one_div_pow]
     gcongr
   have h3 : x ^ 2 ≤ 1 := (sq_le_one_iff_abs_le_one x).mpr hu
```
